# The Kramers-Kronig transform of a flat absorption band is a logarithm that diverges at the band edges

Let the absorption spectrum χ″, the imaginary part of a susceptibility, have the constant height A for frequencies from w1 to w2, with 0 < w1 < w2, and vanish at all other positive frequencies. Then its Kramers-Kronig integral (2/π) ∫ x χ″(x)/(x² − w²) dx over x > 0, taken at any frequency w ≥ 0 other than w1 and w2, has the principal value

(A/π) ln |(w2² − w²)/(w1² − w²)|.

For A > 0 this expression tends to +∞ as w approaches w1 and to −∞ as w approaches w2, from either side.

In Lean 4 with Mathlib:

```lean
import Mathlib

open MeasureTheory Filter Set
open scoped Topology Real

namespace KramersKronigFlatBand

noncomputable section

/-- Absorption spectrum of height `A` on the band `[w1, w2]` and zero elsewhere. -/
def flatBand (A w1 w2 : ℝ) : ℝ → ℝ := (Icc w1 w2).indicator (fun _ => A)

/-- Kramers-Kronig integral over positive frequencies, with the window of half-width `δ`
around `w` cut out; meant for `δ > 0` and `w ≥ 0`, where the denominator has no zero. -/
def excisedKK (absorption : ℝ → ℝ) (w δ : ℝ) : ℝ :=
  2 / π * ∫ x in {x : ℝ | 0 < x ∧ δ ≤ |x - w|}, x * absorption x / (x ^ 2 - w ^ 2)

/-- The excised Kramers-Kronig integral at frequency `w` tends to `r` as the window shrinks. If
`w ≥ 0` and the excised integrals converge, this says that the principal value exists and is `r`. -/
def IsKKReal (absorption : ℝ → ℝ) (w r : ℝ) : Prop :=
  Tendsto (excisedKK absorption w) (𝓝[>] 0) (𝓝 r)

/-- The logarithmic dispersion formula of a flat band, meant for `w ^ 2` different from
`w1 ^ 2` and `w2 ^ 2`. -/
def bandDispersion (A w1 w2 w : ℝ) : ℝ :=
  A / π * Real.log |(w2 ^ 2 - w ^ 2) / (w1 ^ 2 - w ^ 2)|

/-- A positive frequency `x` and a nonnegative frequency `w` that differ have different
squares. -/
theorem sq_sub_ne {x w : ℝ} (hx : 0 < x) (hw : 0 ≤ w) (h : x ≠ w) : x ^ 2 - w ^ 2 ≠ 0 := by
  intro e
  have e' : (x - w) * (x + w) = 0 := by linear_combination e
  rcases mul_eq_zero.1 e' with h1 | h1
  · exact h (by linarith)
  · linarith

/-- On an interval free of the resonance the Kramers-Kronig integrand of a constant absorption `A`
is integrable, and its integral is `A / 2` times a difference of logarithms. -/
theorem integral_off_resonance (A w : ℝ) {a b : ℝ} (hab : a ≤ b)
    (h : ∀ x ∈ Icc a b, x ^ 2 - w ^ 2 ≠ 0) :
    IntegrableOn (fun x : ℝ => x * A / (x ^ 2 - w ^ 2)) (Icc a b) ∧
    ∫ x in Icc a b, x * A / (x ^ 2 - w ^ 2) =
      A / 2 * (Real.log |b ^ 2 - w ^ 2| - Real.log |a ^ 2 - w ^ 2|) := by
  have hc : ContinuousOn (fun x : ℝ => x * A / (x ^ 2 - w ^ 2)) (Icc a b) :=
    ContinuousOn.div (by fun_prop) (by fun_prop) h
  -- the antiderivative is `A / 2` times the logarithm of the denominator
  have hd : ∀ x ∈ uIcc a b, HasDerivAt (fun y : ℝ => A / 2 * Real.log (y ^ 2 - w ^ 2))
      (x * A / (x ^ 2 - w ^ 2)) x := by
    intro x hx
    rw [uIcc_of_le hab] at hx
    have h1 : HasDerivAt (fun y : ℝ => y ^ 2 - w ^ 2) (2 * x) x := by
      simpa using (hasDerivAt_pow 2 x).sub_const (w ^ 2)
    exact ((h1.log (h x hx)).const_mul (A / 2)).congr_deriv (by ring)
  refine ⟨hc.integrableOn_Icc, ?_⟩
  rw [integral_Icc_eq_integral_Ioc, ← intervalIntegral.integral_of_le hab,
    intervalIntegral.integral_eq_sub_of_hasDerivAt hd (hc.intervalIntegrable_of_Icc hab)]
  simp only [Real.log_abs]
  ring

/-- For a flat band at positive frequencies only the part of the band outside the window
contributes to the excised integral. -/
theorem excisedKK_flatBand (A w2 w δ : ℝ) {w1 : ℝ} (h1 : 0 < w1) :
    excisedKK (flatBand A w1 w2) w δ =
      2 / π * ∫ x in {x : ℝ | δ ≤ |x - w|} ∩ Icc w1 w2, x * A / (x ^ 2 - w ^ 2) := by
  have hf : (fun x : ℝ => x * flatBand A w1 w2 x / (x ^ 2 - w ^ 2)) =
      (Icc w1 w2).indicator (fun x : ℝ => x * A / (x ^ 2 - w ^ 2)) := by
    ext x
    by_cases hx : x ∈ Icc w1 w2
    · simp only [flatBand, indicator_of_mem hx]
    · simp only [flatBand, indicator_of_notMem hx, mul_zero, zero_div]
  have hs : {x : ℝ | 0 < x ∧ δ ≤ |x - w|} ∩ Icc w1 w2 =
      {x : ℝ | δ ≤ |x - w|} ∩ Icc w1 w2 := by
    ext x
    exact ⟨fun h => ⟨h.1.2, h.2⟩, fun h => ⟨⟨lt_of_lt_of_le h1 h.2.1, h.1⟩, h.2⟩⟩
  unfold excisedKK
  rw [hf, setIntegral_indicator measurableSet_Icc, hs]

/-- For positive band edges and a frequency `w ≥ 0` different from both, the dispersion formula
splits into one logarithm per edge. -/
theorem bandDispersion_eq (A : ℝ) {w1 w2 w : ℝ} (h1 : 0 < w1) (h2 : 0 < w2) (hw : 0 ≤ w)
    (n1 : w ≠ w1) (n2 : w ≠ w2) :
    bandDispersion A w1 w2 w =
      A / π * (Real.log |w2 ^ 2 - w ^ 2| - Real.log |w1 ^ 2 - w ^ 2|) := by
  unfold bandDispersion
  rw [abs_div, Real.log_div (abs_ne_zero.2 (sq_sub_ne h2 hw n2.symm))
    (abs_ne_zero.2 (sq_sub_ne h1 hw n1.symm))]

/-- Kramers-Kronig transform of a flat absorption band `0 < w1 < w2`: at every frequency
`w ≥ 0` other than the band edges the principal value exists and is
`(A/π) ln |(w2² - w²)/(w1² - w²)|`. -/
theorem kramersKronig_flatBand (A : ℝ) {w1 w2 w : ℝ} (h1 : 0 < w1) (h12 : w1 < w2)
    (hw : 0 ≤ w) (n1 : w ≠ w1) (n2 : w ≠ w2) :
    IsKKReal (flatBand A w1 w2) w (bandDispersion A w1 w2 w) := by
  have hD := bandDispersion_eq A h1 (h1.trans h12) hw n1 n2
  unfold IsKKReal
  by_cases hin : w ∈ Icc w1 w2
  · -- inside the band: two intervals remain, and their `log δ` terms cancel
    have l1 : w1 < w := lt_of_le_of_ne hin.1 n1.symm
    have l2 : w < w2 := lt_of_le_of_ne hin.2 n2
    have w0 : 0 < w := h1.trans l1
    have hlim : Tendsto (fun δ : ℝ => bandDispersion A w1 w2 w +
        A / π * (Real.log (2 * w - δ) - Real.log (2 * w + δ))) (𝓝[>] 0)
        (𝓝 (bandDispersion A w1 w2 w)) := by
      have hne : 2 * w ≠ 0 := by positivity
      have c1 : ContinuousAt (fun δ : ℝ => Real.log (2 * w - δ)) 0 :=
        ContinuousAt.log (by fun_prop) (by simpa using hne)
      have c2 : ContinuousAt (fun δ : ℝ => Real.log (2 * w + δ)) 0 :=
        ContinuousAt.log (by fun_prop) (by simpa using hne)
      have c3 : ContinuousAt (fun δ : ℝ => bandDispersion A w1 w2 w +
          A / π * (Real.log (2 * w - δ) - Real.log (2 * w + δ))) 0 :=
        continuousAt_const.add (continuousAt_const.mul (c1.sub c2))
      have c4 := c3.tendsto.mono_left (nhdsWithin_le_nhds (s := Ioi 0))
      simpa using c4
    refine hlim.congr' ?_
    filter_upwards [Ioo_mem_nhdsGT (lt_min (sub_pos.2 l1) (sub_pos.2 l2))] with δ hδ
    have d0 : 0 < δ := hδ.1
    have d1 : δ < w - w1 := lt_of_lt_of_le hδ.2 (min_le_left _ _)
    have d2 : δ < w2 - w := lt_of_lt_of_le hδ.2 (min_le_right _ _)
    have hs : {x : ℝ | δ ≤ |x - w|} ∩ Icc w1 w2 = Icc w1 (w - δ) ∪ Icc (w + δ) w2 := by
      ext x
      simp only [mem_inter_iff, Set.mem_ofPred_eq, mem_union, mem_Icc, le_abs]
      constructor
      · rintro ⟨h | h, ha, hb⟩
        · exact Or.inr ⟨by linarith, hb⟩
        · exact Or.inl ⟨ha, by linarith⟩
      · rintro (⟨ha, hb⟩ | ⟨ha, hb⟩)
        · exact ⟨Or.inr (by linarith), ha, by linarith⟩
        · exact ⟨Or.inl (by linarith), by linarith, hb⟩
    obtain ⟨i1, e1⟩ := integral_off_resonance A w (a := w1) (b := w - δ) (by linarith)
      (fun x hx => sq_sub_ne (lt_of_lt_of_le h1 hx.1) hw (by linarith [hx.2] : x < w).ne)
    obtain ⟨i2, e2⟩ := integral_off_resonance A w (a := w + δ) (b := w2) (by linarith)
      (fun x hx => sq_sub_ne (by linarith [hx.1]) hw (by linarith [hx.1] : w < x).ne')
    have g1 : Real.log |(w - δ) ^ 2 - w ^ 2| = Real.log δ + Real.log (2 * w - δ) := by
      rw [Real.log_abs, show (w - δ) ^ 2 - w ^ 2 = -(δ * (2 * w - δ)) by ring,
        Real.log_neg_eq_log, Real.log_mul d0.ne' (by linarith : 0 < 2 * w - δ).ne']
    have g2 : Real.log |(w + δ) ^ 2 - w ^ 2| = Real.log δ + Real.log (2 * w + δ) := by
      rw [Real.log_abs, show (w + δ) ^ 2 - w ^ 2 = δ * (2 * w + δ) by ring,
        Real.log_mul d0.ne' (by linarith : 0 < 2 * w + δ).ne']
    have hdis : Disjoint (Icc w1 (w - δ)) (Icc (w + δ) w2) :=
      Set.disjoint_left.2 fun x hx hy => by linarith [hx.2, hy.1]
    rw [excisedKK_flatBand A w2 w δ h1, hs, setIntegral_union hdis measurableSet_Icc i1 i2,
      e1, e2, g1, g2, hD]
    ring
  · -- outside the band: a small window removes nothing
    obtain ⟨d, hd, hdist⟩ : ∃ d : ℝ, 0 < d ∧ ∀ x ∈ Icc w1 w2, d ≤ |x - w| := by
      rcases lt_or_ge w w1 with h | h
      · exact ⟨w1 - w, by linarith, fun x hx => by linarith [hx.1, le_abs_self (x - w)]⟩
      · have h' : w2 < w := lt_of_not_ge fun h' => hin ⟨h, h'⟩
        exact ⟨w - w2, by linarith, fun x hx => by linarith [hx.2, neg_le_abs (x - w)]⟩
    refine tendsto_const_nhds.congr' ?_
    filter_upwards [Ioo_mem_nhdsGT hd] with δ hδ
    have hs : {x : ℝ | δ ≤ |x - w|} ∩ Icc w1 w2 = Icc w1 w2 :=
      inter_eq_right.2 fun x hx => hδ.2.le.trans (hdist x hx)
    rw [excisedKK_flatBand A w2 w δ h1, hs, (integral_off_resonance A w h12.le
      (fun x hx => sq_sub_ne (lt_of_lt_of_le h1 hx.1) hw (fun e => hin (e ▸ hx)))).2, hD]
    ring

/-- At zero frequency the Kramers-Kronig transform of a flat band `0 < w1 < w2` is
`(2A/π) ln (w2/w1)`. -/
theorem static_response (A : ℝ) {w1 w2 : ℝ} (h1 : 0 < w1) (h12 : w1 < w2) :
    IsKKReal (flatBand A w1 w2) 0 (2 * A / π * Real.log (w2 / w1)) := by
  have h := kramersKronig_flatBand A h1 h12 le_rfl h1.ne (h1.trans h12).ne
  have e : (w2 ^ 2 - 0 ^ 2) / (w1 ^ 2 - 0 ^ 2) = (w2 / w1) ^ 2 := by simp [div_pow]
  have e' : bandDispersion A w1 w2 0 = 2 * A / π * Real.log (w2 / w1) := by
    unfold bandDispersion
    rw [e, Real.log_abs, Real.log_pow]
    push_cast
    ring
  rwa [e'] at h

/-- The logarithm belonging to a band edge `a > 0` tends to minus infinity as the frequency
approaches that edge. -/
theorem log_edge {a : ℝ} (ha : 0 < a) :
    Tendsto (fun w : ℝ => Real.log |a ^ 2 - w ^ 2|) (𝓝[≠] a) atBot := by
  refine tendsto_atBot.2 fun b => ?_
  have hc : Tendsto (fun w : ℝ => |a ^ 2 - w ^ 2|) (𝓝[≠] a) (𝓝 0) := by
    have h : ContinuousAt (fun w : ℝ => |a ^ 2 - w ^ 2|) a := by fun_prop
    have h' := h.tendsto.mono_left (nhdsWithin_le_nhds (s := {a}ᶜ))
    simpa using h'
  filter_upwards [hc (Iio_mem_nhds (Real.exp_pos b)), self_mem_nhdsWithin,
    nhdsWithin_le_nhds (Ioi_mem_nhds ha)] with w k1 k2 k3
  have k1' : |a ^ 2 - w ^ 2| < Real.exp b := k1
  have k3' : 0 < w := k3
  have hne := sq_sub_ne ha k3'.le (fun e => k2 e.symm)
  exact (Real.log_le_iff_le_exp (abs_pos.2 hne)).2 k1'.le

/-- For `A > 0` and `0 < w1 < w2` the dispersion formula tends to plus infinity at the lower
band edge and to minus infinity at the upper one, from both sides. -/
theorem edge_divergence {A w1 w2 : ℝ} (hA : 0 < A) (h1 : 0 < w1) (h12 : w1 < w2) :
    Tendsto (bandDispersion A w1 w2) (𝓝[≠] w1) atTop ∧
    Tendsto (bandDispersion A w1 w2) (𝓝[≠] w2) atBot := by
  have h2 := h1.trans h12
  have hp : 0 < A / π := div_pos hA Real.pi_pos
  -- the logarithm of the other edge stays finite
  have reg : ∀ a b : ℝ, a ^ 2 - b ^ 2 ≠ 0 → Tendsto (fun w : ℝ => Real.log |a ^ 2 - w ^ 2|)
      (𝓝[≠] b) (𝓝 (Real.log |a ^ 2 - b ^ 2|)) := by
    intro a b hab
    have hc : ContinuousAt (fun w : ℝ => Real.log |a ^ 2 - w ^ 2|) b :=
      ContinuousAt.log (by fun_prop) (abs_ne_zero.2 hab)
    exact hc.tendsto.mono_left nhdsWithin_le_nhds
  constructor
  · have t := ((reg w2 w1 (sq_sub_ne h2 h1.le h12.ne')).add_atTop
      (tendsto_neg_atBot_atTop.comp (log_edge h1))).const_mul_atTop hp
    refine t.congr' ?_
    filter_upwards [self_mem_nhdsWithin, nhdsWithin_le_nhds (Ioo_mem_nhds h1 h12)] with w k1 k2
    rw [bandDispersion_eq A h1 h2 k2.1.le k1 k2.2.ne]
    simp only [Function.comp_apply, sub_eq_add_neg]
  · have t := ((log_edge h2).atBot_add
      (reg w1 w2 (sq_sub_ne h1 h2.le h12.ne)).neg).const_mul_atBot hp
    refine t.congr' ?_
    filter_upwards [self_mem_nhdsWithin, nhdsWithin_le_nhds (Ioi_mem_nhds h12)] with w k1 k2
    have k2' : w1 < w := k2
    rw [bandDispersion_eq A h1 h2 (h1.trans k2').le k2'.ne' k1]
    simp only [sub_eq_add_neg]

/-- For `A ≠ 0`, `0 < w1 < w2` and a frequency `w ≥ 0` off the band edges, the dispersion
formula vanishes exactly when `w²` is the mean of `w1²` and `w2²`. -/
theorem zero_crossing {A w1 w2 w : ℝ} (hA : A ≠ 0) (h1 : 0 < w1) (h12 : w1 < w2)
    (hw : 0 ≤ w) (n1 : w ≠ w1) (n2 : w ≠ w2) :
    bandDispersion A w1 w2 w = 0 ↔ w ^ 2 = (w1 ^ 2 + w2 ^ 2) / 2 := by
  have m1 := sq_sub_ne h1 hw n1.symm
  have m2 := sq_sub_ne (h1.trans h12) hw n2.symm
  have hlt : w1 ^ 2 < w2 ^ 2 := by nlinarith
  unfold bandDispersion
  rw [mul_eq_zero, or_iff_right (div_ne_zero hA Real.pi_ne_zero), Real.log_abs,
    Real.log_eq_zero]
  constructor
  · rintro (h | h | h)
    · exact absurd h (div_ne_zero m2 m1)
    · rw [div_eq_iff m1] at h
      linarith
    · rw [div_eq_iff m1] at h
      linarith
  · intro h
    right
    right
    rw [div_eq_iff m1]
    linarith

end

end KramersKronigFlatBand
```

```lean
#print axioms KramersKronigFlatBand.kramersKronig_flatBand
#print axioms KramersKronigFlatBand.static_response
#print axioms KramersKronigFlatBand.edge_divergence
#print axioms KramersKronigFlatBand.zero_crossing
```

```
'KramersKronigFlatBand.kramersKronig_flatBand' depends on axioms: [propext, Classical.choice, Quot.sound]
'KramersKronigFlatBand.static_response' depends on axioms: [propext, Classical.choice, Quot.sound]
'KramersKronigFlatBand.edge_divergence' depends on axioms: [propext, Classical.choice, Quot.sound]
'KramersKronigFlatBand.zero_crossing' depends on axioms: [propext, Classical.choice, Quot.sound]
```

The physical setting is linear response. A susceptibility χ(w) = χ′(w) + iχ″(w) has an imaginary part χ″ that describes absorption and a real part χ′ that describes dispersion. For a causal response that is real in time and decays at high frequency, with the time dependence written as e^(−iwt), the Kramers-Kronig relation gives the real part as

χ′(w) = (2/π) ∫ x χ″(x)/(x² − w²) dx,

with x running over all positive frequencies and the integral taken as a principal value at x = w. The file evaluates the right-hand side for one spectrum. It does not derive the relation from causality, so calling the result χ′ rests on that physical assumption.

The spectrum is `flatBand A w1 w2`, which equals A on the closed band and zero off it. It stands for χ″, or for the imaginary part of a relative dielectric function, whose real part is then 1 plus the transform. It does not stand for an absorption coefficient. Only its values at positive frequencies enter, because the kernel x/(x² − w²) already accounts for χ″ being odd.

The principal value is built in two stages. `excisedKK absorption w δ` is 2/π times the integral over those x > 0 that lie at distance at least δ from w, so a symmetric window around the resonance is cut out. `IsKKReal absorption w r` then says that this quantity tends to r as δ tends to zero from above. One definition thus serves for frequencies inside and outside the band. The closed formula is `bandDispersion A w1 w2 w`, and `kramersKronig_flatBand` states that the limit exists and equals it, for every real A.

Three further theorems describe this function. `static_response` gives the value (2A/π) ln(w2/w1) at w = 0. `edge_divergence` gives the two infinite limits for A > 0; its punctured neighbourhoods `𝓝[≠] w1` and `𝓝[≠] w2` cover the approach from both sides and leave out the edge itself. `zero_crossing` says that for A ≠ 0, at frequencies w ≥ 0 off the edges, the formula vanishes exactly when w² = (w1² + w2²)/2.

The vertical edges of the band are an idealisation, and the infinities come from the jumps of the spectrum there. For a single flat band with such edges, the formula supplies a reference value against which a numerical Kramers-Kronig transform, of the kind applied to computed dielectric spectra, can be compared.

The calculation starts from an antiderivative. Away from x = w,

d/dx [(A/2) ln |x² − w²|] = A x/(x² − w²).

On an interval [a, b] where x² − w² has no zero, the integral is therefore

(A/2) (ln |b² − w²| − ln |a² − w²|).

This is `integral_off_resonance`, which also records that the integrand is integrable there, since it is continuous on a closed interval. The small lemma `sq_sub_ne` shows that the denominator has no zero on the intervals used below: x² − w² = (x − w)(x + w), and for x > 0, w ≥ 0 and x ≠ w neither factor vanishes. The lemma `excisedKK_flatBand` reduces the integral over all positive frequencies to the part of the band that lies outside the window.

Suppose first that w lies outside the band. Its distance to the band is d = w1 − w if w < w1, and d = w − w2 if w > w2. For δ < d the window removes nothing from the band, so the excised integral no longer depends on δ and equals

(2/π)(A/2) (ln |w2² − w²| − ln |w1² − w²|) = (A/π) ln |(w2² − w²)/(w1² − w²)|.

The limit is this constant. The step from a difference of logarithms to the logarithm of a ratio is `bandDispersion_eq`.

Now let w1 < w < w2, and take δ smaller than both w − w1 and w2 − w. Two intervals remain, [w1, w − δ] and [w + δ, w2]. At their inner ends,

(w − δ)² − w² = −δ(2w − δ),

(w + δ)² − w² = δ(2w + δ).

Since δ < w, both 2w − δ and 2w + δ are positive. The two integrals are

left: (A/2) [ln δ + ln(2w − δ) − ln |w1² − w²|],

right: (A/2) [ln |w2² − w²| − ln δ − ln(2w + δ)].

In the sum the two ln δ terms cancel. Multiplying by 2/π gives

(A/π) [ln |w2² − w²| − ln |w1² − w²| + ln(2w − δ) − ln(2w + δ)].

As δ → 0 the last two terms tend to ln(2w) and −ln(2w), so their sum tends to zero and the stated formula is left. In the proof of `kramersKronig_flatBand`, `hs` identifies the two intervals, `g1` and `g2` are the factorisations at the inner ends, and `hlim` is the final limit. The excised integral agrees with the expression in `hlim` only for small δ, which is all that a limit needs, and `filter_upwards` restricts to those δ.

At w = 0 the ratio inside the logarithm is (w2/w1)², and the exponent 2 comes out in front:

(A/π) ln (w2/w1)² = (2A/π) ln(w2/w1).

Near the lower edge, ln |w2² − w²| approaches the finite value ln(w2² − w1²), while ln |w1² − w²| tends to −∞ and enters with a minus sign. With A > 0 the result is +∞. Near the upper edge the divergent term is ln |w2² − w²|, which enters with a plus sign, and the result is −∞. The divergence of a single logarithm is `log_edge`: for any bound b, a frequency w ≠ a close enough to the edge a makes |a² − w²| smaller than exp(b), so its logarithm is at most b. Inside `edge_divergence`, `reg` states that the other logarithm stays finite.

For the zero, A/π is not zero, so the logarithm must vanish, and the ratio is then 1 or −1. The value 1 would require w1² = w2², which contradicts w1 < w2. The value −1 means

w2² − w² = −(w1² − w²),

which is w² = (w1² + w2²)/2. Read backwards, the same equation shows that the formula does vanish there. This frequency lies between w1 and w2. Inside the band the ratio (w2² − w²)/(w² − w1²) decreases as w grows and passes through 1 there, so its logarithm, and with it χ′, changes sign.
